# Conductance plateaus of a saddle-point contact: an error bound independent of the number of channels

A narrow constriction in a two-dimensional electron gas opens its transverse subbands one at a time as the Fermi energy rises, and its conductance climbs in steps. Near the narrowest point the potential has the shape of a saddle. Electrons can tunnel through the barrier of a subband that is classically closed, and they can be reflected above the barrier of one that is open. Both effects round the steps. How close to an integer is the conductance on a plateau, and does the answer get worse when more subbands are included?

Measure the energy $E$ from the lowest subband threshold, in units of the subband spacing, so that channel $n = 0, 1, 2, \dots$ opens at $E = n$. Its transmission probability is

$$T_n(E) = \frac{1}{1 + e^{-(E-n)/w}}.$$

The step width $w$ compares the curvature of the barrier along the current with the confinement across it. For a quadratic saddle with frequencies $\omega_x$ (along) and $\omega_y$ (across), $w = \omega_x/(2\pi\omega_y)$. With $N$ channels, the conductance in units of the conductance quantum ($2e^2/h$ for spin-degenerate subbands) is

$$G(E) = \sum_{n=0}^{N-1} T_n(E).$$

In Lean these are `transmission w E n` and `conductance w N E`, with `w` and `E` real and `n` and `N` natural numbers. The transmission formula is taken as a definition and not derived from the Schrödinger equation. The model is non-interacting, at zero temperature and in linear response, with equally spaced thresholds and no scattering between channels.

Parts (a), (b), (f) and (g) are stated for every real `w`, although only $w > 0$ describes a contact; at `w = 0` Lean's division by zero gives $T_n = 1/2$, which has no physical meaning.

```lean
import Mathlib

open Filter Topology

namespace SaddlePointContact

/-- Transmission probability of channel `n` of a saddle-point contact at energy `E`, with energies
in units of the subband spacing and step width `w` (physical only for `w > 0`). -/
noncomputable def transmission (w E : ℝ) (n : ℕ) : ℝ :=
  1 / (1 + Real.exp (-(E - n) / w))

/-- Conductance of a contact with `N` channels, in units of the conductance quantum, as the sum of
the channel transmissions (step width `w`, physical only for `w > 0`). -/
noncomputable def conductance (w : ℝ) (N : ℕ) (E : ℝ) : ℝ :=
  ∑ n ∈ Finset.range N, transmission w E n
```

## (a) Leakage through a closed channel

Show that a transmission probability is nonnegative and bounded by a single exponential:

$$0 \le T_n(E) \le e^{(E-n)/w}.$$

Put $x = e^{-(E-n)/w} > 0$. Then $T_n = 1/(1+x)$ is positive. Since $1 + x \ge x > 0$, taking reciprocals gives $T_n \le 1/x = e^{(E-n)/w}$. The bound holds at every energy, but for $w > 0$ it is informative only below threshold, where $E < n$.

The Lean proof takes the same route: `h` rewrites the exponential as $1/x$, and `one_div_le_one_div_of_le` compares the reciprocals.

```lean
/-- A transmission probability is nonnegative and at most the exponential
`exp ((E - n) / w)`. -/
theorem transmission_leakage (w E : ℝ) (n : ℕ) :
    0 ≤ transmission w E n ∧ transmission w E n ≤ Real.exp ((E - n) / w) := by
  unfold transmission
  have hx := Real.exp_pos (-(E - n) / w)
  refine ⟨by positivity, ?_⟩
  have h : Real.exp ((E - n) / w) = 1 / Real.exp (-(E - n) / w) := by
    rw [one_div, ← Real.exp_neg]
    congr 1
    ring
  rw [h]
  exact one_div_le_one_div_of_le hx (by linarith)
```

## (b) Reflection in an open channel

Show that the reflection probability obeys the mirror-image estimate:

$$0 \le 1 - T_n(E) \le e^{-(E-n)/w}.$$

With the same $x$, the reflection probability is

$$1 - \frac{1}{1+x} = \frac{x}{1+x},$$

which lies between $0$ and $x$.

Lean proves the equivalent pair $1/(1+x) \le 1$ and $1 - x \le 1/(1+x)$. After multiplication by $1 + x$, the second becomes $1 - x^2 \le 1$, which is why `nlinarith` is given the fact that $x^2 \ge 0$.

```lean
/-- The reflection probability `1 - T` of a channel is nonnegative and at most
`exp (-(E - n) / w)`. -/
theorem transmission_deficit (w E : ℝ) (n : ℕ) :
    0 ≤ 1 - transmission w E n ∧ 1 - transmission w E n ≤ Real.exp (-(E - n) / w) := by
  unfold transmission
  have hx := Real.exp_pos (-(E - n) / w)
  set x := Real.exp (-(E - n) / w)
  have hpos : 0 < 1 + x := by linarith
  have h1 : 1 / (1 + x) ≤ 1 := by
    rw [div_le_iff₀ hpos]
    linarith
  have h2 : 1 - x ≤ 1 / (1 + x) := by
    rw [le_div_iff₀ hpos]
    nlinarith [sq_nonneg x]
  constructor <;> linarith
```

## (c) Adding up equally spaced channels

Let $w > 0$, let $d$ be real, and consider $K$ exponential contributions whose distances from the energy are $d, d+1, d+2, \dots$. Show that their sum has a bound free of $K$:

$$\sum_{k=0}^{K-1} e^{-(d+k)/w} \le \frac{e^{-d/w}}{1 - e^{-1/w}}.$$

Set $q = e^{-1/w}$, so that $0 < q < 1$. Each term factorises as $e^{-d/w} q^k$. The finite geometric sum satisfies

$$(1-q)\sum_{k=0}^{K-1} q^k = 1 - q^K \le 1.$$

Dividing by $1 - q > 0$ and multiplying by $e^{-d/w}$ gives the claim. For $K = 0$ the left-hand side is zero.

In the code, `hterm` is the factorisation, `mul_neg_geom_sum` is the identity for the finite sum, and `hle` is the resulting inequality.

```lean
/-- Exponential contributions of equally spaced channels, the nearest at distance `d`, add up
to at most the full geometric series, whatever the number `K` of channels. -/
theorem channel_tail_bound {w : ℝ} (hw : 0 < w) (d : ℝ) (K : ℕ) :
    ∑ k ∈ Finset.range K, Real.exp (-(d + k) / w)
      ≤ Real.exp (-d / w) / (1 - Real.exp (-1 / w)) := by
  have hq : Real.exp (-1 / w) < 1 :=
    Real.exp_lt_one_iff.mpr (div_neg_of_neg_of_pos (by norm_num) hw)
  have hterm : ∀ k ∈ Finset.range K, Real.exp (-(d + k) / w)
      = Real.exp (-d / w) * Real.exp (-1 / w) ^ k := by
    intro k _
    rw [← Real.exp_nat_mul, ← Real.exp_add]
    congr 1
    ring
  rw [Finset.sum_congr rfl hterm, ← Finset.mul_sum, le_div_iff₀ (by linarith), mul_assoc]
  have hgeom := mul_neg_geom_sum (Real.exp (-1 / w)) K
  have hle : (∑ k ∈ Finset.range K, Real.exp (-1 / w) ^ k) * (1 - Real.exp (-1 / w)) ≤ 1 := by
    rw [mul_comm, hgeom]
    have : 0 ≤ Real.exp (-1 / w) ^ K := by positivity
    linarith
  exact mul_le_of_le_one_right (Real.exp_pos _).le hle
```

## (d) Flatness across a plateau

Let $w > 0$ and $m \le N$, and suppose that the energy stays at least $d$ inside the interval from $m-1$ to $m$, that is, $m - 1 + d \le E \le m - d$. Show that

$$|G(E) - m| \le \frac{e^{-d/w}}{1 - e^{-1/w}}.$$

Write $N = m + K$. The $m$ lowest channels are open and the other $K$ are closed. Subtracting $1$ for each open channel gives

$$G(E) - m = \sum_{k=0}^{K-1} T_{m+k}(E) - \sum_{n=0}^{m-1} \bigl(1 - T_n(E)\bigr).$$

The first sum is leakage and the second is reflection. For the leakage, part (a) and $E \le m - d$ give

$$T_{m+k}(E) \le e^{(E-m-k)/w} \le e^{-(d+k)/w}.$$

For the reflection, count the open channels downwards from the highest by setting $n = m - 1 - k$. Part (b) and $E \ge m - 1 + d$ give

$$1 - T_{m-1-k}(E) \le e^{-(E-m+1+k)/w} \le e^{-(d+k)/w}.$$

By part (c), each sum lies between $0$ and the stated bound. The difference of two numbers in that range has absolute value at most the same bound, so no factor of two appears.

The two energy conditions are the hypotheses `hlow` and `hhigh`. Together they force $d \le 1/2$. Lean does not require $d > 0$, but for $d \le 0$ the bound exceeds $1$ and says little. The case $m = 0$ describes the closed contact below the first threshold, and $m = N$ the contact with all its channels open.

In the proof, `hsplit` is the decomposition into leakage and reflection, `hleak` and `hrefl` are the upper bounds, and `hleak0` and `hrefl0` are the signs. `Finset.sum_range_reflect` reverses the order of the open channels.

```lean
/-- If `m ≤ N` and `m - 1 + d ≤ E ≤ m - d`, the conductance differs from `m` by at most `exp (-d /
w) / (1 - exp (-1 / w))`. -/
theorem plateau_flatness {w : ℝ} (hw : 0 < w) {m N : ℕ} (hm : m ≤ N) {E d : ℝ}
    (hlow : m - 1 + d ≤ E) (hhigh : E ≤ m - d) :
    |conductance w N E - m| ≤ Real.exp (-d / w) / (1 - Real.exp (-1 / w)) := by
  obtain ⟨K, rfl⟩ := Nat.exists_eq_add_of_le hm
  -- leakage through the closed channels
  have hleak : ∑ k ∈ Finset.range K, transmission w E (m + k)
      ≤ Real.exp (-d / w) / (1 - Real.exp (-1 / w)) := by
    refine le_trans (Finset.sum_le_sum fun k _ => ?_) (channel_tail_bound hw d K)
    refine (transmission_leakage w E (m + k)).2.trans (Real.exp_le_exp.mpr ?_)
    refine div_le_div_of_nonneg_right ?_ hw.le
    push_cast
    linarith
  have hleak0 : 0 ≤ ∑ k ∈ Finset.range K, transmission w E (m + k) :=
    Finset.sum_nonneg fun k _ => (transmission_leakage w E (m + k)).1
  -- reflection in the open channels, counted from the highest one downwards
  have hrefl : ∑ n ∈ Finset.range m, (1 - transmission w E n)
      ≤ Real.exp (-d / w) / (1 - Real.exp (-1 / w)) := by
    rw [← Finset.sum_range_reflect]
    refine le_trans (Finset.sum_le_sum fun k hk => ?_) (channel_tail_bound hw d m)
    refine (transmission_deficit w E (m - 1 - k)).2.trans (Real.exp_le_exp.mpr ?_)
    refine div_le_div_of_nonneg_right ?_ hw.le
    have hk' := Finset.mem_range.mp hk
    have hnat : m - 1 - k + k + 1 = m := by omega
    have hcast : ((m - 1 - k : ℕ) : ℝ) + k + 1 = m := by exact_mod_cast hnat
    linarith
  have hrefl0 : 0 ≤ ∑ n ∈ Finset.range m, (1 - transmission w E n) :=
    Finset.sum_nonneg fun n _ => (transmission_deficit w E n).1
  have hsplit : conductance w (m + K) E - m
      = ∑ k ∈ Finset.range K, transmission w E (m + k)
        - ∑ n ∈ Finset.range m, (1 - transmission w E n) := by
    unfold conductance
    rw [Finset.sum_range_add, Finset.sum_sub_distrib]
    simp only [Finset.sum_const, Finset.card_range, nsmul_eq_mul, mul_one]
    ring
  rw [hsplit, abs_le]
  constructor <;> linarith
```

## (e) Monotone steps and the plateau centres

Let $w > 0$. Show that $G$ is nondecreasing in $E$, and that for every $m \le N$

$$\left|G\!\left(m - \tfrac12\right) - m\right| \le \frac{e^{-1/(2w)}}{1 - e^{-1/w}}.$$

If $E \le E'$, then $e^{-(E'-n)/w} \le e^{-(E-n)/w}$. The denominator of $T_n$ is therefore no larger at $E'$, so $T_n(E) \le T_n(E')$, and summing over $n$ preserves the inequality. For the second claim, take $E = m - 1/2$ and $d = 1/2$ in part (d); both energy conditions then hold with equality.

For a saddle with $\omega_x = \omega_y$, $w = 1/(2\pi)$ and the bound is about $0.043$. The actual error is much smaller when $0 < m < N$, because the leakage of the nearest closed channel then exactly cancels the reflection of the nearest open one. Within this non-interacting model with equal spacing, a simulation can include any number of higher subbands without weakening the estimate.

Lean expresses the first claim as `Monotone (conductance w N)`. In its proof, `gcongr` compares the exponentials; the second half specialises `plateau_flatness`.

```lean
/-- The conductance of a saddle-point contact is nondecreasing in energy, and at `E = m - 1 / 2`
with `m ≤ N` it differs from `m` by at most a bound independent of `N`. -/
theorem saddle_point_plateaus {w : ℝ} (hw : 0 < w) (N : ℕ) :
    Monotone (conductance w N) ∧ ∀ m ≤ N,
      |conductance w N (m - 1 / 2) - m|
        ≤ Real.exp (-1 / (2 * w)) / (1 - Real.exp (-1 / w)) := by
  constructor
  · intro E E' hE
    refine Finset.sum_le_sum fun n _ => ?_
    unfold transmission
    refine one_div_le_one_div_of_le (by positivity) ?_
    gcongr
  · intro m hm
    have h := plateau_flatness hw hm (E := m - 1 / 2) (d := 1 / 2) (by linarith) le_rfl
    rwa [show -(1 / 2 : ℝ) / w = -1 / (2 * w) by ring] at h
```

The same argument also covers a contact with perfectly sharp steps at finite temperature. Let $\mu$ be the chemical potential and $\theta$ the thermal energy $k_B T$, both in units of the subband spacing, with $\mu$ measured from the lowest threshold. Averaging a sharp step at $n$ over the negative derivative of the Fermi function gives $1/(1 + e^{-(\mu-n)/\theta})$. This is $T_n$ with $E$ replaced by $\mu$ and $w$ by $\theta$, so the plateau estimate carries over to purely thermal smearing. The averaging integral is a supplementary calculation and is not formalised here.

## (f) Reflection about the centre of the thresholds

The $N$ thresholds $0, \dots, N-1$ are symmetric about $(N-1)/2$. Show that the conductances at two energies placed symmetrically about this centre satisfy

$$G(E) + G(N - 1 - E) = N.$$

Pair channel $j$ at energy $E$ with channel $N-1-j$ at energy $N-1-E$. The second channel's energy relative to its threshold is

$$(N-1-E) - (N-1-j) = -(E-j).$$

With $a = e^{-(E-j)/w}$ and $b = e^{(E-j)/w}$, we have $ab = 1$, and the two transmissions add up to

$$\frac{1}{1+a} + \frac{1}{1+b} = \frac{2 + a + b}{1 + a + b + ab} = 1.$$

Summing over $j = 0, \dots, N-1$ gives $N$, because $N-1-j$ runs through the same channels in reverse order. With no channels, both sides are zero.

The pairing is `hpair`, and the relation $ab = 1$ is `hab`. The symmetry belongs to a finite set of $N$ channels; an unbounded ladder of subbands has no such centre.

```lean
/-- The conductances at two energies placed symmetrically about the centre of the `N`
thresholds add up to `N`. -/
theorem conductance_reflection (w : ℝ) (N : ℕ) (E : ℝ) :
    conductance w N E + conductance w N (N - 1 - E) = N := by
  have hpair : ∀ j ∈ Finset.range N,
      transmission w E j + transmission w (N - 1 - E) (N - 1 - j) = 1 := by
    intro j hj
    have hj' := Finset.mem_range.mp hj
    have hnat : N - 1 - j + j + 1 = N := by omega
    have hcast : ((N - 1 - j : ℕ) : ℝ) + j + 1 = N := by exact_mod_cast hnat
    have harg : (N : ℝ) - 1 - E - ((N - 1 - j : ℕ) : ℝ) = -(E - j) := by linarith
    unfold transmission
    rw [harg]
    -- the two Boltzmann-like factors are inverse to each other
    have hab : Real.exp (-(E - j) / w) * Real.exp (-(-(E - j)) / w) = 1 := by
      rw [← Real.exp_add, ← Real.exp_zero]
      congr 1
      ring
    have ha : 1 + Real.exp (-(E - j) / w) ≠ 0 := by positivity
    have hb : 1 + Real.exp (-(-(E - j)) / w) ≠ 0 := by positivity
    rw [div_add_div _ _ ha hb, div_eq_one_iff_eq (mul_ne_zero ha hb)]
    linear_combination (-1) * hab
  unfold conductance
  rw [← Finset.sum_range_reflect (fun n => transmission w (N - 1 - E) n) N,
    ← Finset.sum_add_distrib, Finset.sum_congr rfl hpair]
  simp
```

## (g) The exact middle plateau

For a contact with $N = 2m$ channels, show that the conductance at the centre of the middle plateau has no error at all:

$$G\!\left(m - \tfrac12\right) = m.$$

The energy $E = m - 1/2$ is its own mirror image, since $2m - 1 - (m - 1/2) = m - 1/2$. Part (f) becomes $2G(m - 1/2) = 2m$. Leakage and reflection cancel here however broad the steps are, even when no plateau is visible. The exact value depends on keeping just $2m$ channels. A quadratic saddle has further subbands above them, and each one included adds its own leakage, which lifts the conductance at this energy above $m$.

The `rw` step in Lean identifies the mirrored energy with the original one, and `linarith` divides by two.

```lean
/-- With `2 m` channels the conductance at the centre of the middle plateau is exactly `m`. -/
theorem middle_plateau_exact (w : ℝ) (m : ℕ) :
    conductance w (2 * m) (m - 1 / 2) = m := by
  have h := conductance_reflection w (2 * m) (m - 1 / 2)
  rw [show ((2 * m : ℕ) : ℝ) - 1 - (m - 1 / 2) = m - 1 / 2 by push_cast; ring] at h
  push_cast at h
  linarith
```

## (h) The limit of sharp steps

Let $m \le N$ and fix an energy with $m - 1 < E < m$. Show that narrowing the steps restores the integer:

$$\lim_{w \to 0^+} G(E) = m.$$

Let $d = \min(E - (m-1),\, m - E)$, the distance to the nearer end of the interval. It is positive and does not depend on $w$, and part (d) applies for every $w > 0$. As $w \to 0^+$, both $e^{-d/w}$ and $e^{-1/w}$ tend to zero, so the bound tends to $0/(1-0) = 0$ and squeezes $|G(E) - m|$ to zero. An endpoint that is the threshold of one of the $N$ channels has to be excluded, because that channel transmits there with probability $1/2$ for every $w > 0$.

In Lean, `𝓝[>] 0` expresses the approach to zero through positive values. `hexp` gives the decay of the exponentials, `hbound` the limit of the bound, and `squeeze_zero'` the final comparison.

```lean
/-- As the step width tends to zero from above, the conductance at any energy strictly between `m -
1` and `m`, where `m ≤ N`, tends to the integer `m`. -/
theorem sharp_step_limit {m N : ℕ} (hm : m ≤ N) {E : ℝ} (hlow : m - 1 < E) (hhigh : E < m) :
    Tendsto (fun w => conductance w N E) (𝓝[>] 0) (𝓝 (m : ℝ)) := by
  have hexp : ∀ d : ℝ, 0 < d →
      Tendsto (fun w : ℝ => Real.exp (-d / w)) (𝓝[>] 0) (𝓝 0) := by
    intro d hd
    refine (Real.tendsto_exp_neg_atTop_nhds_zero.comp
      (tendsto_inv_nhdsGT_zero.const_mul_atTop hd)).congr fun w => ?_
    simp only [Function.comp_apply]
    congr 1
    ring
  -- distance to the nearer end of the interval
  obtain ⟨d, hd, h1, h2⟩ : ∃ d : ℝ, 0 < d ∧ m - 1 + d ≤ E ∧ E ≤ m - d := by
    refine ⟨min (E - (m - 1)) (m - E), lt_min (by linarith) (by linarith), ?_, ?_⟩
    · linarith [min_le_left (E - ((m : ℝ) - 1)) (m - E)]
    · linarith [min_le_right (E - ((m : ℝ) - 1)) (m - E)]
  have hbound : Tendsto (fun w : ℝ => Real.exp (-d / w) / (1 - Real.exp (-1 / w)))
      (𝓝[>] 0) (𝓝 0) := by
    have h := (hexp d hd).div (tendsto_const_nhds.sub (hexp 1 one_pos))
      (show (1 : ℝ) - 0 ≠ 0 by norm_num)
    rw [show (0 : ℝ) / (1 - 0) = 0 by norm_num] at h
    exact h
  rw [tendsto_iff_norm_sub_tendsto_zero]
  refine squeeze_zero' (Eventually.of_forall fun w => norm_nonneg _) ?_ hbound
  filter_upwards [self_mem_nhdsWithin] with w hw
  rw [Real.norm_eq_abs]
  exact plateau_flatness hw hm h1 h2

end SaddlePointContact
```

```lean
#print axioms SaddlePointContact.saddle_point_plateaus
#print axioms SaddlePointContact.middle_plateau_exact
#print axioms SaddlePointContact.sharp_step_limit
```

```
'SaddlePointContact.saddle_point_plateaus' depends on axioms: [propext, Classical.choice, Quot.sound]
'SaddlePointContact.middle_plateau_exact' depends on axioms: [propext, Classical.choice, Quot.sound]
'SaddlePointContact.sharp_step_limit' depends on axioms: [propext, Classical.choice, Quot.sound]
```
